# Orthogonality and normalisation of the Laguerre polynomials \(L_n^a\) for whole-number \(a\ge 0\)

A Coulomb–Sturmian basis for a one-electron radial problem is convenient to use when each function carries a normalising prefactor. At fixed angular momentum \(l\), with a common decay constant \(\lambda>0\), the functions are

\[
\chi_n(r)=N_n\,(2\lambda r)^l e^{-\lambda r}L_n^{2l+1}(2\lambda r),\qquad n=0,1,2,\dots
\]

They are normalised with the Coulomb weight \(1/r\), that is, with \(r\,dr\) in place of \(r^2dr\). Setting \(x=2\lambda r\) gives

\[
\int_0^\infty \chi_m\chi_n\,r\,dr=\frac{N_mN_n}{(2\lambda)^2}\int_0^\infty x^{2l+1}e^{-x}L_m^{2l+1}(x)L_n^{2l+1}(x)\,dx .
\]

The integral on the right is zero for \(m\neq n\) and \((n+2l+1)!/n!\) for \(m=n\), so \(N_n=2\lambda\sqrt{n!/(n+2l+1)!}\). For a one-electron atom with a point nucleus at \(r=0\), the nuclear-attraction matrix in this basis is therefore diagonal at fixed \(l\). The ordinary overlap matrix, taken with \(r^2dr\), is not.

The Lean theorems concern the integral over \(x\). The form of the radial functions and the rescaling from \(r\) to \(x\) are supplied here in the text. Throughout, \(n\) is the degree of the polynomial, not the principal quantum number, and \(a\) is its upper index, not the Bohr radius.

## Integration replaced by a rule for powers

```lean
import Mathlib

open Polynomial MeasureTheory
open scoped Nat

namespace LaguerreNormalisation

noncomputable section

/-- The linear functional `I` on real polynomials with moments `I(X^k) = (k+a)!`. -/
def moment (a : ℕ) : ℝ[X] →ₗ[ℝ] ℝ :=
  Polynomial.lsum fun k => ((k + a)! : ℝ) • (LinearMap.id : ℝ →ₗ[ℝ] ℝ)
```

The type `ℝ[X] →ₗ[ℝ] ℝ` is that of linear maps from real polynomials to real numbers. The map `moment a`, written \(I\) below, multiplies the coefficient of \(X^k\) by \((k+a)!\) and adds up the results. The index `a : ℕ` is a natural number, which suits \(a=2l+1\); non-integer indices are excluded.

```lean
/-- The coefficient of `X^k` in the associated Laguerre polynomial `L_n^a`, for `k ≤ n`. -/
def laguerreCoeff (n a k : ℕ) : ℝ :=
  (-1) ^ k * ((n + a).choose (n - k) : ℝ) / (k ! : ℝ)
```

This is the coefficient

\[
c_k=\frac{(-1)^k}{k!}\binom{n+a}{n-k}.
\]

```lean
/-- The associated Laguerre polynomial `L_n^a` as an explicit binomial sum. -/
def laguerre (n a : ℕ) : ℝ[X] :=
  ∑ k ∈ Finset.range (n + 1), C (laguerreCoeff n a k) * X ^ k
```

`Finset.range (n + 1)` is the set \(0,\dots,n\), and `C` turns a number into a constant polynomial. Hence \(L_n^a=\sum_{k=0}^n c_kX^k\), with \(L_0^a=1\) and \(L_1^a=a+1-X\). Some older quantum-mechanics texts label these polynomials differently and include an extra factor \((n+a)!\), up to sign, which changes the norms.

```lean
/-- The moments of the functional are factorials: `I(X^k) = (k+a)!`. -/
theorem moment_X_pow (a k : ℕ) : moment a (X ^ k) = ((k + a)! : ℝ) := by
  rw [← one_mul (X ^ k : ℝ[X]), ← C_1, C_mul_X_pow_eq_monomial]
  change (monomial k (1 : ℝ)).sum (fun i x => ((i + a)! : ℝ) • x) = _
  rw [sum_monomial_index _ _ (by simp), smul_eq_mul, mul_one]
```

This is the defining property \(I(X^k)=(k+a)!\). The power \(X^k\) has a single coefficient, equal to 1, so only one term of the sum remains.

```lean
/-- For every polynomial `p` the function `x^a e^(-x) p(x)` is integrable on the positive
half-line, and its integral is `I(p)`. -/
theorem moment_eq_integral (a : ℕ) (p : ℝ[X]) :
    IntegrableOn (fun x : ℝ => x ^ a * Real.exp (-x) * p.eval x) (Set.Ioi 0) ∧
      moment a p = ∫ x in Set.Ioi (0 : ℝ), x ^ a * Real.exp (-x) * p.eval x := by
  induction p using Polynomial.induction_on' with
  | add p q hp hq =>
    have e : (fun x : ℝ => x ^ a * Real.exp (-x) * (p + q).eval x) = fun x =>
        x ^ a * Real.exp (-x) * p.eval x + x ^ a * Real.exp (-x) * q.eval x := by
      funext x
      rw [eval_add]
      ring
    rw [e]
    exact ⟨Integrable.add hp.1 hq.1, by rw [map_add, hp.2, hq.2, integral_add hp.1 hq.1]⟩
  | monomial k c =>
    -- a single power is Euler's integral for the Gamma function
    have hs : (0 : ℝ) < ((k + a : ℕ) : ℝ) + 1 := by positivity
    have e : (fun x : ℝ => x ^ a * Real.exp (-x) * (monomial k c).eval x) = fun x =>
        c * (Real.exp (-x) * x ^ (((k + a : ℕ) : ℝ) + 1 - 1)) := by
      funext x
      rw [add_sub_cancel_right, Real.rpow_natCast, eval_monomial]
      ring
    rw [e]
    refine ⟨Integrable.const_mul (Real.GammaIntegral_convergent hs) c, ?_⟩
    rw [integral_const_mul, ← Real.Gamma_eq_integral hs, Real.Gamma_nat_eq_factorial,
      ← C_mul_X_pow_eq_monomial, ← smul_eq_C_mul, map_smul, moment_X_pow, smul_eq_mul]
```

Here \(I\) is identified with the physical integral:

\[
I(p)=\int_0^\infty x^ae^{-x}p(x)\,dx .
\]

`Set.Ioi 0` is the open half-line \((0,\infty)\). For a single term \(c\,x^k\), Euler's integral gives \(c\,\Gamma(k+a+1)=c\,(k+a)!\), and sums of such terms follow by linearity. The Lean induction has the same two cases, `monomial` and `add`. Integrability is proved alongside the value because splitting the integral of a sum requires it.

## An alternating sum in closed form

```lean
/-- An alternating binomial sum of order `n+1` is the difference of two sums of order `n`,
the second with shifted argument. -/
theorem alternating_sum_succ (n : ℕ) (f : ℕ → ℝ) :
    ∑ k ∈ Finset.range (n + 2), (-1 : ℝ) ^ k * ((n + 1).choose k : ℝ) * f k =
      ∑ k ∈ Finset.range (n + 1), (-1 : ℝ) ^ k * (n.choose k : ℝ) * f k -
        ∑ k ∈ Finset.range (n + 1), (-1 : ℝ) ^ k * (n.choose k : ℝ) * f (k + 1) := by
  have h : ∑ k ∈ Finset.range (n + 1), (-1 : ℝ) ^ (k + 1) * (n.choose (k + 1) : ℝ) * f (k + 1)
      + f 0 = ∑ k ∈ Finset.range (n + 1), (-1 : ℝ) ^ k * (n.choose k : ℝ) * f k := by
    have h1 := Finset.sum_range_succ' (fun k => (-1 : ℝ) ^ k * (n.choose k : ℝ) * f k) (n + 1)
    have h2 := Finset.sum_range_succ (fun k => (-1 : ℝ) ^ k * (n.choose k : ℝ) * f k) (n + 1)
    simp only [Nat.choose_succ_self, Nat.choose_zero_right, pow_zero, Nat.cast_zero,
      Nat.cast_one, mul_zero, zero_mul, add_zero, one_mul] at h1 h2
    linarith
  -- Pascal's rule
  have h3 : ∑ k ∈ Finset.range (n + 1),
      (-1 : ℝ) ^ (k + 1) * ((n + 1).choose (k + 1) : ℝ) * f (k + 1) =
      ∑ k ∈ Finset.range (n + 1), (-1 : ℝ) ^ (k + 1) * (n.choose (k + 1) : ℝ) * f (k + 1) -
        ∑ k ∈ Finset.range (n + 1), (-1 : ℝ) ^ k * (n.choose k : ℝ) * f (k + 1) := by
    rw [← Finset.sum_sub_distrib]
    refine Finset.sum_congr rfl fun k _ => ?_
    rw [Nat.choose_succ_succ']
    push_cast
    ring
  rw [Finset.sum_range_succ', h3, ← h]
  simp only [pow_zero, Nat.choose_zero_right, Nat.cast_one, one_mul]
  ring
```

For any real sequence \(f\), the statement reads

\[
\sum_{k=0}^{n+1}(-1)^k\binom{n+1}{k}f(k)=\sum_{k=0}^{n}(-1)^k\binom nk f(k)-\sum_{k=0}^{n}(-1)^k\binom nk f(k+1).
\]

By hand, insert Pascal's rule \(\binom{n+1}{k}=\binom nk+\binom n{k-1}\). The first part stops at \(k=n\), since \(\binom n{n+1}=0\). In the second part, shifting \(k\) by one produces the minus sign. In Lean, `h3` applies Pascal's rule to the terms beyond \(k=0\), and `h` reassembles the first sum.

```lean
/-- Closed form of the alternating binomial sum of the factorial ratios `(k+a+j)!/(k+a)!`. -/
theorem alternating_factorial_sum (n j a : ℕ) :
    ∑ k ∈ Finset.range (n + 1),
      (-1 : ℝ) ^ k * (n.choose k : ℝ) * (((k + a + j)! : ℝ) / ((k + a)! : ℝ)) =
      (-1) ^ n * (j.descFactorial n : ℝ) * (((a + j)! : ℝ) / ((a + n)! : ℝ)) := by
  induction n generalizing a with
  | zero => simp
  | succ n ih =>
    have h := alternating_sum_succ n (fun k => ((k + a + j)! : ℝ) / ((k + a)! : ℝ))
    have e : ∀ k : ℕ, ((k + 1 + a + j)! : ℝ) / ((k + 1 + a)! : ℝ) =
        ((k + (a + 1) + j)! : ℝ) / ((k + (a + 1))! : ℝ) := by
      intro k
      rw [show k + 1 + a = k + (a + 1) by omega]
    simp only [e] at h
    rw [ih a, ih (a + 1)] at h
    refine h.trans ?_
    have d : (j.descFactorial (n + 1) : ℝ) = ((j : ℝ) - n) * (j.descFactorial n : ℝ) := by
      rw [Nat.descFactorial_succ]
      rcases le_or_gt n j with hle | hlt
      · rw [Nat.cast_mul, Nat.cast_sub hle]
      · simp [Nat.descFactorial_eq_zero_iff_lt.2 hlt]
    rw [d, show a + 1 + j = (a + j) + 1 by omega, show a + 1 + n = (a + n) + 1 by omega,
      show a + (n + 1) = (a + n) + 1 by omega, Nat.factorial_succ, Nat.factorial_succ]
    push_cast
    field_simp
    ring
```

Write \(A_n(a)\) for the sum on the left, and \(j^{\underline n}=j(j-1)\cdots(j-n+1)\) for the falling factorial, `descFactorial` in Lean. The claim is

\[
A_n(a)=\sum_{k=0}^n(-1)^k\binom nk\frac{(k+a+j)!}{(k+a)!}=(-1)^n\,j^{\underline n}\,\frac{(a+j)!}{(a+n)!}.
\]

For \(n=0\) both sides are \((a+j)!/a!\). Shifting \(k\) by one is the same as raising \(a\) by one, so the previous lemma gives

\[
\begin{aligned}
A_{n+1}(a)&=A_n(a)-A_n(a+1)\\
&=(-1)^n j^{\underline n}\,\frac{(a+j)!}{(a+n+1)!}\,\bigl[(a+n+1)-(a+j+1)\bigr].
\end{aligned}
\]

The bracket is \(n-j\), and \((j-n)\,j^{\underline n}=j^{\underline{n+1}}\), which completes the induction. The words `generalizing a` make the induction hypothesis available at both \(a\) and \(a+1\). The step `d` is the falling-factorial relation. The case \(j<n\) is treated separately because the natural-number subtraction \(j-n\) in Lean's formula then gives 0 instead of a negative number; both sides of the relation are zero in that case.

## Every power moment at once

```lean
/-- Expansion of `I(L_m^b q)` in the coefficients of the Laguerre polynomial. -/
theorem moment_laguerre_mul (m b a : ℕ) (q : ℝ[X]) :
    moment a (laguerre m b * q) =
      ∑ k ∈ Finset.range (m + 1), laguerreCoeff m b k * moment a (X ^ k * q) := by
  rw [laguerre, Finset.sum_mul, map_sum]
  refine Finset.sum_congr rfl fun k _ => ?_
  rw [mul_assoc, ← smul_eq_C_mul, map_smul, smul_eq_mul]
```

This is linearity: \(I(L_m^b\,q)=\sum_{k=0}^m c_k\,I(X^kq)\), with \(c_k\) the coefficients of \(L_m^b\). The lemma allows the polynomial and the weight to have different indices \(b\) and \(a\); below they are equal.

```lean
/-- All power moments of a Laguerre polynomial:
`I(X^j L_n^a) = (-1)^n choose(j,n) (a+j)!`. -/
theorem moment_X_pow_mul_laguerre (n a j : ℕ) :
    moment a (X ^ j * laguerre n a) = (-1) ^ n * (j.choose n : ℝ) * ((a + j)! : ℝ) := by
  have t : ∀ k ∈ Finset.range (n + 1), laguerreCoeff n a k * moment a (X ^ k * X ^ j) =
      ((n + a)! : ℝ) / (n ! : ℝ) *
        ((-1 : ℝ) ^ k * (n.choose k : ℝ) * (((k + a + j)! : ℝ) / ((k + a)! : ℝ))) := by
    intro k hk
    have hk' : k ≤ n := by
      have := Finset.mem_range.mp hk
      omega
    rw [← pow_add, moment_X_pow, laguerreCoeff,
      Nat.cast_choose ℝ (show n - k ≤ n + a by omega), Nat.cast_choose ℝ hk',
      show n + a - (n - k) = k + a by omega, show k + j + a = k + a + j by omega]
    field_simp
  rw [mul_comm, moment_laguerre_mul, Finset.sum_congr rfl t, ← Finset.mul_sum,
    alternating_factorial_sum, Nat.descFactorial_eq_factorial_mul_choose, add_comm n a]
  push_cast
  field_simp
```

Writing the binomials as factorials gives

\[
c_k=\frac{(n+a)!}{n!}\,(-1)^k\binom nk\frac1{(k+a)!}.
\]

Therefore

\[
I(X^jL_n^a)=\sum_{k=0}^n c_k\,(k+a+j)!=\frac{(n+a)!}{n!}A_n(a)=(-1)^n\binom jn(a+j)!,
\]

where the last step uses \(j^{\underline n}=n!\binom jn\). In Lean, `t` rewrites each term in this way, and `alternating_factorial_sum` then evaluates the sum.

## Orthogonality and the norm

```lean
/-- `L_n^a` is orthogonal to every power `X^j` with `j < n`, and its squared norm is
`I((L_n^a)^2) = (n+a)!/n!`. -/
theorem laguerre_orthogonality_and_norm (n a : ℕ) :
    (∀ j < n, moment a (X ^ j * laguerre n a) = 0) ∧
      moment a (laguerre n a ^ 2) = ((n + a)! : ℝ) / (n ! : ℝ) := by
  have h0 : ∀ j < n, moment a (X ^ j * laguerre n a) = 0 := by
    intro j hj
    rw [moment_X_pow_mul_laguerre, Nat.choose_eq_zero_of_lt hj]
    simp
  refine ⟨h0, ?_⟩
  -- only the leading term of one factor survives
  have hz : ∑ k ∈ Finset.range n, laguerreCoeff n a k * moment a (X ^ k * laguerre n a) = 0 :=
    Finset.sum_eq_zero fun k hk => by rw [h0 k (Finset.mem_range.mp hk), mul_zero]
  have s : (-1 : ℝ) ^ n * (-1) ^ n = 1 := by
    rw [← mul_pow]
    norm_num
  rw [sq, moment_laguerre_mul, Finset.sum_range_succ, hz, zero_add,
    moment_X_pow_mul_laguerre, add_comm a n]
  simp only [laguerreCoeff, Nat.sub_self, Nat.choose_zero_right, Nat.choose_self,
    Nat.cast_one, mul_one]
  linear_combination (((n + a)! : ℝ) / (n ! : ℝ)) * s
```

The symbol `∧` joins two statements. The first says that \(I(X^jL_n^a)=0\) for all \(j<n\), which follows from \(\binom jn=0\). For \(n=0\) there is no such \(j\). The second is the squared norm. Expand one factor of the square; every power below \(X^n\) contributes zero, and what remains is

\[
I\bigl((L_n^a)^2\bigr)=c_n\,I(X^nL_n^a)=\frac{(-1)^n}{n!}\,(-1)^n(n+a)!=\frac{(n+a)!}{n!}.
\]

In the code, `hz` removes the lower terms and `s` is the identity \((-1)^n(-1)^n=1\).

The condition \(j<n\) can't be relaxed to \(j\le n\). For \(a=0\) and \(n=j=1\), the polynomial is \(L_1^0=1-X\), and \(I(X-X^2)=1!-2!=-1\).

```lean
/-- Laguerre polynomials with the same `a` are orthogonal on the positive half-line with
weight `x^a e^(-x)`, with squared norm `(n+a)!/n!`. -/
theorem integral_laguerre_mul_laguerre (m n a : ℕ) :
    ∫ x in Set.Ioi (0 : ℝ),
      x ^ a * Real.exp (-x) * ((laguerre m a).eval x * (laguerre n a).eval x) =
      if m = n then ((n + a)! : ℝ) / (n ! : ℝ) else 0 := by
  have key : ∀ p q : ℕ, p < q → moment a (laguerre p a * laguerre q a) = 0 := by
    intro p q hpq
    rw [moment_laguerre_mul]
    refine Finset.sum_eq_zero fun k hk => ?_
    have hk' := Finset.mem_range.mp hk
    rw [(laguerre_orthogonality_and_norm q a).1 k (by omega), mul_zero]
  have h := (moment_eq_integral a (laguerre m a * laguerre n a)).2
  simp only [eval_mul] at h
  rw [← h]
  split_ifs with e
  · rw [e, ← sq, (laguerre_orthogonality_and_norm n a).2]
  · rcases lt_or_gt_of_ne e with hlt | hgt
    · exact key m n hlt
    · rw [mul_comm]
      exact key n m hgt
```

This is the integral from the opening, for general \(a\). If \(m<n\), expand \(L_m^a\) in powers \(X^k\) with \(k\le m<n\); each is orthogonal to \(L_n^a\). That is `key`. The case \(m>n\) follows by exchanging the factors, and \(m=n\) is the norm just found.

## The extra power of \(x\) in hydrogenic functions

```lean
/-- With one more power of `x` in the weight, as in the normalisation of hydrogenic radial
functions, the integral of `(L_n^a)^2` is `(2n+a+1) (n+a)!/n!`. -/
theorem integral_hydrogenic_norm (n a : ℕ) :
    ∫ x in Set.Ioi (0 : ℝ), x ^ (a + 1) * Real.exp (-x) * (laguerre n a).eval x ^ 2 =
      (2 * n + a + 1) * ((n + a)! : ℝ) / (n ! : ℝ) := by
  have e : (fun x : ℝ => x ^ (a + 1) * Real.exp (-x) * (laguerre n a).eval x ^ 2) =
      fun x => x ^ a * Real.exp (-x) * (laguerre n a * (X * laguerre n a)).eval x := by
    funext x
    simp only [eval_mul, eval_X]
    ring
  have t : ∀ k : ℕ, moment a (X ^ k * (X * laguerre n a)) =
      (-1) ^ n * ((k + 1).choose n : ℝ) * ((a + (k + 1))! : ℝ) := by
    intro k
    rw [← mul_assoc, ← pow_succ, moment_X_pow_mul_laguerre]
  rw [e, ← (moment_eq_integral a _).2, moment_laguerre_mul]
  simp only [t]
  cases n with
  | zero => simp [laguerreCoeff, Nat.factorial_succ]
  | succ n =>
    -- the two highest coefficients contribute
    have hz : ∑ k ∈ Finset.range n, laguerreCoeff (n + 1) a k *
        ((-1) ^ (n + 1) * ((k + 1).choose (n + 1) : ℝ) * ((a + (k + 1))! : ℝ)) = 0 := by
      refine Finset.sum_eq_zero fun k hk => ?_
      have hk' := Finset.mem_range.mp hk
      rw [Nat.choose_eq_zero_of_lt (show k + 1 < n + 1 by omega)]
      simp
    have c1 : laguerreCoeff (n + 1) a n = (-1) ^ n * ((n : ℝ) + 1 + a) / (n ! : ℝ) := by
      rw [laguerreCoeff, show n + 1 - n = 1 by omega, Nat.choose_one_right]
      norm_num
    have c2 : laguerreCoeff (n + 1) a (n + 1) = (-1) ^ (n + 1) / ((n + 1)! : ℝ) := by
      simp [laguerreCoeff]
    rw [Finset.sum_range_succ, Finset.sum_range_succ, hz, c1, c2, Nat.choose_self,
      Nat.choose_succ_self_right, show a + (n + 1 + 1) = (n + 1 + a) + 1 by omega,
      show a + (n + 1) = n + 1 + a by omega, Nat.factorial_succ (n + 1 + a),
      Nat.factorial_succ n]
    push_cast
    rcases neg_one_pow_eq_or ℝ n with h | h
    · simp only [pow_succ, h]
      field_simp
      ring
    · simp only [pow_succ, h]
      field_simp
      ring

end

end LaguerreNormalisation
```

Bound-state hydrogenic functions are normalised with \(r^2dr\), which puts one more power of \(x\) in the integral. For \(n\ge1\), expanding one factor of \(L_n^a\) leaves two terms:

\[
\begin{aligned}
I\bigl(X(L_n^a)^2\bigr)&=c_{n-1}I(X^nL_n^a)+c_nI(X^{n+1}L_n^a)\\
&=\frac{(n+a)!}{n!}\bigl[-n(n+a)+(n+1)(n+a+1)\bigr]\\
&=(2n+a+1)\frac{(n+a)!}{n!}.
\end{aligned}
\]

For \(n=0\) only the second term exists, and it gives \((a+1)!\), in agreement with the formula. Lean treats this case first. In the other case it writes the degree as `n + 1`, so `c1` and `c2` are the two highest coefficients of \(L_{n+1}^a\). The last lines split on whether \((-1)^n\) is \(1\) or \(-1\).

For a non-relativistic one-electron atom with principal quantum number \(\nu\), the degree is \(n=\nu-l-1\) and \(a=2l+1\). The integral becomes \(2\nu\,(\nu+l)!/(\nu-l-1)!\), and its reciprocal appears under the square root in the usual hydrogenic normalisation constant. The theorem gives norms only. Orthogonality between states of different \(\nu\) is a separate question, since there the scale relating \(x\) to \(r\) changes with \(\nu\).

```lean
#print axioms LaguerreNormalisation.integral_laguerre_mul_laguerre
-- 'LaguerreNormalisation.integral_laguerre_mul_laguerre' depends on axioms: [propext, Classical.choice, Quot.sound]
#print axioms LaguerreNormalisation.integral_hydrogenic_norm
-- 'LaguerreNormalisation.integral_hydrogenic_norm' depends on axioms: [propext, Classical.choice, Quot.sound]
```
